# Closed form for the hydrogenic 1s radial density summed over a uniform grid

For one electron in the 1s state of a nucleus of charge `Z`, the radial probability density in atomic units is 4Z³r²e^(−2Zr), whose integral over r from 0 to infinity is 1. The theorem says that, for real `Z` and `h` both positive, its values at r = nh, with n = 0, 1, 2, …, have a convergent sum equal to a³ cosh a / (h sinh³ a), where a = Zh. The attempt sets q = e^(−2Zh) and writes n² through a binomial coefficient, so that the sum becomes a combination of known geometric series. It then uses `convert` to match this result with the stated one, term by term and in total.

As first written in Lean, the proof fails:

```lean
import Mathlib

open Filter Topology Real

namespace HasSumDensity1s

noncomputable section

/-- Radial probability density of the hydrogenic 1s orbital with nuclear charge `Z`. -/
def density1s (Z r : ℝ) : ℝ := 4 * Z ^ 3 * r ^ 2 * exp (-2 * Z * r)

/-- The function `a³ cosh a / sinh³ a` of a dimensionless step `a ≠ 0`. -/
def gridNorm (a : ℝ) : ℝ := a ^ 3 * cosh a / sinh a ^ 3

/-- For `Z, h > 0` the values of the 1s density on the grid `r = n h` have a convergent sum,
given in closed form. -/
theorem hasSum_density1s {Z h : ℝ} (hZ : 0 < Z) (hh : 0 < h) :
    HasSum (fun n : ℕ => density1s Z (n * h)) (gridNorm (Z * h) / h) := by
  have ha : 0 < Z * h := mul_pos hZ hh
  obtain ⟨q, hq⟩ : ∃ q, q = exp (-2 * (Z * h)) := ⟨_, rfl⟩
  have hq0 : 0 < q := hq ▸ Real.exp_pos _
  have hq1 : q < 1 := by rw [hq]; exact Real.exp_lt_one (by linarith)
  have hn : ‖q‖ < 1 := by rwa [Real.norm_of_nonneg hq0.le]
  -- n² = 2 C(n+2, 2) - 3 n - 2 reduces the sum to known geometric series
  have s := ((((hasSum_choose_mul_geometric_of_norm_lt_one 2 hn).mul_left 2).sub
    ((hasSum_coe_mul_geometric_of_norm_lt_one hn).mul_left 3)).sub
    ((hasSum_geometric_of_norm_lt_one hn).mul_left 2)).mul_left (4 * Z ^ 3 * h ^ 2)
  convert s using 1
  · funext n
    have e : exp (-2 * Z * (n * h)) = q ^ n := by
      rw [hq, ← Real.exp_nat_mul]; congr 1; ring
    have hc : (((n + 2).choose 2 : ℕ) : ℝ) = (n + 2) * (n + 1) / 2 := by
      rw [Nat.cast_choose_two]; push_cast; ring
    simp only [density1s, e, hc]
    ring
  · have h1 : 1 - q ≠ 0 := by linarith
    have br : 2 * (1 / (1 - q) ^ (2 + 1)) - 3 * (q / (1 - q) ^ 2) - 2 * (1 - q)⁻¹
        = q * (1 + q) / (1 - q) ^ 3 := by
      field_simp <;> ring
    have hE : exp (Z * h) * exp (-(Z * h)) = 1 := by rw [← Real.exp_add]; simp
    have hqx : q = exp (-(Z * h)) ^ 2 := by
      rw [hq, sq, ← Real.exp_add]; congr 1; ring
    have hm : 1 - q = 2 * sinh (Z * h) * exp (-(Z * h)) := by
      rw [Real.sinh_eq, hqx]; linear_combination -hE
    have hp : 1 + q = 2 * cosh (Z * h) * exp (-(Z * h)) := by
      rw [Real.cosh_eq, hqx]; linear_combination -hE
    have hs : sinh (Z * h) ≠ 0 := (Real.sinh_pos_iff.2 ha).ne'
    have hx : exp (-(Z * h)) ≠ 0 := (Real.exp_pos _).ne'
    rw [br, hm, hp, hqx, gridNorm]
    generalize exp (-(Z * h)) = x at hx ⊢
    generalize sinh (Z * h) = y at hs ⊢
    field_simp <;> ring

end

end HasSumDensity1s
```

Messages:

```
Main.lean:22:40: error(lean.unknownIdentifier): Unknown constant `Real.exp_lt_one`
Main.lean:29:4: error: Tactic `apply` failed: could not unify the conclusion of `@funext`
  ?f = ?g
with the goal
  instAddCommMonoid =
    CommRing.toNonUnitalCommRing.toNonUnitalNonAssocCommRing.toNonUnitalNonAssocSemiring.toAddCommMonoid

Note: The full type of `@funext` is
  ∀ {α : Sort ?u.109} {β : α → Sort ?u.108} {f g : (x : α) → β x}, (∀ (x : α), f x = g x) → f = g

case e'_3
Z h : ℝ
hZ : 0 < Z
hh : 0 < h
ha : 0 < Z * h
q : ℝ
hq : q = rexp (-2 * (Z * h))
hq0 : 0 < q
hq1 : q < 1
hn : ‖q‖ < 1
s :
  HasSum (fun i => 4 * Z ^ 3 * h ^ 2 * (2 * (↑((i + 2).choose 2) * q ^ i) - 3 * (↑i * q ^ i) - 2 * q ^ i))
    (4 * Z ^ 3 * h ^ 2 * (2 * (1 / (1 - q) ^ (2 + 1)) - 3 * (q / (1 - q) ^ 2) - 2 * (1 - q)⁻¹))
⊢ instAddCommMonoid =
    CommRing.toNonUnitalCommRing.toNonUnitalNonAssocCommRing.toNonUnitalNonAssocSemiring.toAddCommMonoid
Main.lean:49:8: error: Tactic `rewrite` failed: Did not find an occurrence of the pattern
  2 * (1 / (1 - q) ^ (2 + 1)) - 3 * (q / (1 - q) ^ 2) - 2 * (1 - q)⁻¹
in the target expression
  (fun n => density1s Z (↑n * h)) = fun i =>
    4 * Z ^ 3 * h ^ 2 * (2 * (↑((i + 2).choose 2) * q ^ i) - 3 * (↑i * q ^ i) - 2 * q ^ i)

case e'_5
Z h : ℝ
hZ : 0 < Z
hh : 0 < h
ha : 0 < Z * h
q : ℝ
hq : q = rexp (-2 * (Z * h))
hq0 : 0 < q
hq1 : q < 1
hn : ‖q‖ < 1
s :
  HasSum (fun i => 4 * Z ^ 3 * h ^ 2 * (2 * (↑((i + 2).choose 2) * q ^ i) - 3 * (↑i * q ^ i) - 2 * q ^ i))
    (4 * Z ^ 3 * h ^ 2 * (2 * (1 / (1 - q) ^ (2 + 1)) - 3 * (q / (1 - q) ^ 2) - 2 * (1 - q)⁻¹))
h1 : 1 - q ≠ 0
br : 2 * (1 / (1 - q) ^ (2 + 1)) - 3 * (q / (1 - q) ^ 2) - 2 * (1 - q)⁻¹ = q * (1 + q) / (1 - q) ^ 3
hE : rexp (Z * h) * rexp (-(Z * h)) = 1
hqx : q = rexp (-(Z * h)) ^ 2
hm : 1 - q = 2 * sinh (Z * h) * rexp (-(Z * h))
hp : 1 + q = 2 * cosh (Z * h) * rexp (-(Z * h))
hs : sinh (Z * h) ≠ 0
hx : rexp (-(Z * h)) ≠ 0
⊢ (fun n => density1s Z (↑n * h)) = fun i =>
    4 * Z ^ 3 * h ^ 2 * (2 * (↑((i + 2).choose 2) * q ^ i) - 3 * (↑i * q ^ i) - 2 * q ^ i)
Main.lean:18:72: error: unsolved goals
case e'_6
Z h : ℝ
hZ : 0 < Z
hh : 0 < h
ha : 0 < Z * h
q : ℝ
hq : q = rexp (-2 * (Z * h))
hq0 : 0 < q
hq1 : q < 1
hn : ‖q‖ < 1
s :
  HasSum (fun i => 4 * Z ^ 3 * h ^ 2 * (2 * (↑((i + 2).choose 2) * q ^ i) - 3 * (↑i * q ^ i) - 2 * q ^ i))
    (4 * Z ^ 3 * h ^ 2 * (2 * (1 / (1 - q) ^ (2 + 1)) - 3 * (q / (1 - q) ^ 2) - 2 * (1 - q)⁻¹))
⊢ gridNorm (Z * h) / h = 4 * Z ^ 3 * h ^ 2 * (2 * (1 / (1 - q) ^ (2 + 1)) - 3 * (q / (1 - q) ^ 2) - 2 * (1 - q)⁻¹)
```

Cause. The first error is a wrong name: Lean finds no constant `Real.exp_lt_one`. The repair uses the equivalence `Real.exp_lt_one_iff`, whose direction `.2` gets e^x < 1 from x < 0.

The other three errors have one cause. `convert s using 1` leaves three goals, but the proof has only two bullets. The unexpected first goal asks that two expressions for the additive structure on the reals be equal. `funext` fails there because this is not an equality of functions. The second bullet, meant for the values of the sums, then meets the equality of the summands, where `rw [br, …]` cannot find the left side of `br`. The equality of the values is left with no bullet, hence "unsolved goals". The new bullet `· rfl` closes the first goal, since the two structures are equal by definition, and each old bullet now meets its intended goal.

The new proof of `h1` and the splitting of `field_simp <;> ring` into two lines are mere tidying.

As a diff, the version that Lean accepts:

```diff
@@ -20,5 +20,5 @@
   obtain ⟨q, hq⟩ : ∃ q, q = exp (-2 * (Z * h)) := ⟨_, rfl⟩
   have hq0 : 0 < q := hq ▸ Real.exp_pos _
-  have hq1 : q < 1 := by rw [hq]; exact Real.exp_lt_one (by linarith)
+  have hq1 : q < 1 := by rw [hq]; exact Real.exp_lt_one_iff.2 (by linarith)
   have hn : ‖q‖ < 1 := by rwa [Real.norm_of_nonneg hq0.le]
   -- n² = 2 C(n+2, 2) - 3 n - 2 reduces the sum to known geometric series
@@ -27,4 +27,5 @@
     ((hasSum_geometric_of_norm_lt_one hn).mul_left 2)).mul_left (4 * Z ^ 3 * h ^ 2)
   convert s using 1
+  · rfl
   · funext n
     have e : exp (-2 * Z * (n * h)) = q ^ n := by
@@ -34,8 +35,9 @@
     simp only [density1s, e, hc]
     ring
-  · have h1 : 1 - q ≠ 0 := by linarith
+  · have h1 : 1 - q ≠ 0 := (sub_pos.2 hq1).ne'
     have br : 2 * (1 / (1 - q) ^ (2 + 1)) - 3 * (q / (1 - q) ^ 2) - 2 * (1 - q)⁻¹
         = q * (1 + q) / (1 - q) ^ 3 := by
-      field_simp <;> ring
+      field_simp
+      ring
     have hE : exp (Z * h) * exp (-(Z * h)) = 1 := by rw [← Real.exp_add]; simp
     have hqx : q = exp (-(Z * h)) ^ 2 := by
@@ -50,5 +52,6 @@
     generalize exp (-(Z * h)) = x at hx ⊢
     generalize sinh (Z * h) = y at hs ⊢
-    field_simp <;> ring
+    field_simp
+    ring
 
 end
```
